# Closed form and upper bound for the overlap of two oscillator ground states of equal mass

In units with $\hbar = 1$, a one-dimensional harmonic oscillator of mass $m$, frequency $w$ and centre $c$ has the potential $V(x) = m w^2 (x-c)^2/2$. Its ground state is

$$\psi_{w,c}(x) = \left(\frac{mw}{\pi}\right)^{1/4} e^{-mw(x-c)^2/2}.$$

Here $m > 0$ and $w > 0$, and the centre $c$ is any real number. The definitions in the code accept all real parameters, and the theorems assume positivity where they need it.

In Lean 4 with Mathlib:

```lean
import Mathlib

open Real MeasureTheory

namespace FranckCondonOverlap

noncomputable section
```

The code writes the fourth root as a double square root.

```lean
/-- The Gaussian ground state of a harmonic oscillator of mass `m`, frequency `w` and
centre `c`, in units with `ħ = 1`. -/
def groundState (m w c x : ℝ) : ℝ :=
  √(√(m * w / π)) * Real.exp (-(m * w / 2) * (x - c) ^ 2)
```

Two oscillators share the mass $m$ and have frequencies $w_1, w_2$ and centres $a, b$, so their displacement is $d = |a-b|$. The wavefunctions are real, so the overlap needs no complex conjugate:

$$O = \int_{-\infty}^{\infty} \psi_{w_1,a}(x)\,\psi_{w_2,b}(x)\,dx.$$

`overlap` is this integral over the whole line; its value has to be derived.

```lean
/-- The overlap integral of the ground states of two oscillators of the same mass `m`, with
frequencies `w₁`, `w₂` and centres `a`, `b`. -/
def overlap (m w₁ w₂ a b : ℝ) : ℝ :=
  ∫ x : ℝ, groundState m w₁ a x * groundState m w₂ b x
```

## The Gaussian solves the Schrödinger equation

The chain rule gives $\psi' = -mw(x-c)\,\psi$.

```lean
/-- The slope of the ground state is `-m w (x - c)` times the ground state. -/
theorem hasDerivAt_groundState (m w c x : ℝ) :
    HasDerivAt (groundState m w c) (-(m * w * (x - c)) * groundState m w c x) x := by
  have h : HasDerivAt (fun y : ℝ => -(m * w / 2) * (y - c) ^ 2) (-(m * w * (x - c))) x := by
    have h0 := (((hasDerivAt_id' x).sub_const c).fun_pow 2).const_mul (-(m * w / 2))
    refine h0.congr_deriv ?_
    rw [show (2 - 1 : ℕ) = 1 from rfl]
    push_cast
    ring
  exact (h.exp.const_mul (√(√(m * w / π)))).congr_deriv (by unfold groundState; ring)
```

The product rule then gives

$$\psi'' = \left[m^2w^2(x-c)^2 - mw\right]\psi = 2m\left[\tfrac12 m w^2 (x-c)^2 - \tfrac{w}{2}\right]\psi,$$

which is the stationary equation $\psi'' = 2m(V-E)\psi$ with $E = w/2$. The theorem identifies the energy of this state; that no lower level exists is taken from the standard theory of the oscillator. In the proof, `h1` supplies the first derivative as a function and `h2` differentiates its linear factor.

```lean
/-- The ground state solves the stationary Schrödinger equation `ψ'' = 2m (V - E) ψ` with
`V = m w² (x - c)² / 2` and `E = w / 2`. -/
theorem groundState_schrodinger (m w c x : ℝ) :
    deriv (deriv (groundState m w c)) x =
      2 * m * (m * w ^ 2 * (x - c) ^ 2 / 2 - w / 2) * groundState m w c x := by
  have h1 : deriv (groundState m w c) =
      fun y => -(m * w * (y - c)) * groundState m w c y :=
    funext fun y => (hasDerivAt_groundState m w c y).deriv
  have h2 : HasDerivAt (fun y : ℝ => -(m * w * (y - c))) (-(m * w)) x :=
    (((hasDerivAt_id' x).sub_const c).const_mul (m * w)).fun_neg.congr_deriv (by ring)
  rw [h1]
  exact (h2.fun_mul (hasDerivAt_groundState m w c x)).deriv.trans (by ring)
```

## Completing the square

Let $W = w_1 + w_2$ and $\bar x = (w_1 a + w_2 b)/W$. Expanding in powers of $x$ and collecting the constant term,

$$w_1a^2 + w_2b^2 - \frac{(w_1a+w_2b)^2}{W} = \frac{w_1w_2(a-b)^2}{W},$$

gives

$$w_1(x-a)^2 + w_2(x-b)^2 = W(x-\bar x)^2 + \frac{w_1w_2}{W}(a-b)^2.$$

Multiplied by $-m/2$, this is the identity `e` below. The product of the two states is therefore a constant times one Gaussian centred at $\bar x$.

```lean
/-- The product of two ground states is a constant times a single Gaussian centred at the
frequency-weighted mean of the two centres. -/
theorem groundState_mul {m w₁ w₂ : ℝ} (h₁ : 0 < w₁) (h₂ : 0 < w₂) (a b x : ℝ) :
    groundState m w₁ a x * groundState m w₂ b x =
      √(√(m * w₁ / π)) * √(√(m * w₂ / π)) *
        Real.exp (-(m * w₁ * w₂ * (a - b) ^ 2 / (2 * (w₁ + w₂)))) *
        Real.exp (-(m * (w₁ + w₂) / 2) * (x - (w₁ * a + w₂ * b) / (w₁ + w₂)) ^ 2) := by
  have hW : w₁ + w₂ ≠ 0 := by positivity
  -- completing the square in the exponent
  have e : -(m * w₁ / 2) * (x - a) ^ 2 + -(m * w₂ / 2) * (x - b) ^ 2 =
      -(m * w₁ * w₂ * (a - b) ^ 2 / (2 * (w₁ + w₂))) +
        -(m * (w₁ + w₂) / 2) * (x - (w₁ * a + w₂ * b) / (w₁ + w₂)) ^ 2 := by
    field_simp
    ring
  unfold groundState
  calc _ = √(√(m * w₁ / π)) * √(√(m * w₂ / π)) *
        Real.exp (-(m * w₁ / 2) * (x - a) ^ 2 + -(m * w₂ / 2) * (x - b) ^ 2) := by
        rw [Real.exp_add]; ring
    _ = _ := by rw [e, Real.exp_add]; ring
```

## The overlap integral

Shifting the variable by $\bar x$ leaves the integral unchanged, so

$$\int_{-\infty}^{\infty} e^{-mW(x-\bar x)^2/2}\,dx = \sqrt{\frac{2\pi}{mW}}.$$

This is `hs`. The two normalization constants multiply to $\sqrt{(m/\pi)\sqrt{w_1w_2}}$, by `hp`, and `hN` combines them with the integral:

$$\sqrt{\frac{m}{\pi}\sqrt{w_1w_2}}\,\sqrt{\frac{2\pi}{mW}} = \sqrt{\frac{2\sqrt{w_1w_2}}{w_1+w_2}}.$$

Hence, for $m, w_1, w_2 > 0$ and any centres,

$$O = \sqrt{\frac{2\sqrt{w_1w_2}}{w_1+w_2}}\;\exp\left(-\frac{m w_1w_2(a-b)^2}{2(w_1+w_2)}\right).$$

```lean
/-- The overlap of the ground states of two oscillators with different frequencies and
centres, in closed form. -/
theorem overlap_eq {m w₁ w₂ : ℝ} (hm : 0 < m) (h₁ : 0 < w₁) (h₂ : 0 < w₂) (a b : ℝ) :
    overlap m w₁ w₂ a b = √(2 * √(w₁ * w₂) / (w₁ + w₂)) *
      Real.exp (-(m * w₁ * w₂ * (a - b) ^ 2 / (2 * (w₁ + w₂)))) := by
  -- the remaining Gaussian integral does not depend on its centre
  have hs (c : ℝ) : ∫ x : ℝ, Real.exp (-(m * (w₁ + w₂) / 2) * (x - c) ^ 2) =
      √(π / (m * (w₁ + w₂) / 2)) :=
    (integral_sub_right_eq_self
      (fun x : ℝ => Real.exp (-(m * (w₁ + w₂) / 2) * x ^ 2)) c).trans (integral_gaussian _)
  have hp : √(m * w₁ / π) * √(m * w₂ / π) = m / π * √(w₁ * w₂) := by
    rw [← Real.sqrt_mul (by positivity),
      show m * w₁ / π * (m * w₂ / π) = (m / π) ^ 2 * (w₁ * w₂) by ring,
      Real.sqrt_mul (by positivity), Real.sqrt_sq (by positivity)]
  -- the normalization constants combine with the Gaussian integral
  have hN : √(√(m * w₁ / π)) * √(√(m * w₂ / π)) * √(π / (m * (w₁ + w₂) / 2)) =
      √(2 * √(w₁ * w₂) / (w₁ + w₂)) := by
    rw [← Real.sqrt_mul (Real.sqrt_nonneg _), hp, ← Real.sqrt_mul (by positivity)]
    congr 1
    field_simp
  simp only [overlap, groundState_mul h₁ h₂]
  rw [integral_const_mul, hs, ← hN]
  ring
```

For example, take $m = 1$, $w_1 = 1$, $w_2 = 4$ and $d = 1$. The prefactor is $\sqrt{4/5} \approx 0.894$ and the exponential is $e^{-0.4} \approx 0.670$, so $O \approx 0.600$ and $O^2 = 0.8\,e^{-0.8} \approx 0.359$.

## Equal frequencies, normalization and the zero-phonon line

When $w_1 = w_2 = w$, the prefactor is 1 and the exponent reduces to $-mw(a-b)^2/4$.

```lean
/-- For equal frequencies the overlap is a Gaussian in the displacement of the centres. -/
theorem overlap_equal_frequencies {m w : ℝ} (hm : 0 < m) (hw : 0 < w) (a b : ℝ) :
    overlap m w w a b = Real.exp (-(m * w * (a - b) ^ 2 / 4)) := by
  have h1 : 2 * w / (w + w) = 1 := by
    rw [← two_mul]
    exact div_self (by positivity)
  have h2 : m * w * w * (a - b) ^ 2 / (2 * (w + w)) = m * w * (a - b) ^ 2 / 4 := by
    rw [div_eq_div_iff (by positivity) (by norm_num)]
    ring
  rw [overlap_eq hm hw hw, Real.sqrt_mul_self hw.le, h1, h2, Real.sqrt_one, one_mul]
```

Setting $a = b = c$ as well turns the overlap into $\int\psi^2\,dx = 1$, so the states are normalized.

```lean
/-- The ground state is normalized. -/
theorem groundState_normalized {m w : ℝ} (hm : 0 < m) (hw : 0 < w) (c : ℝ) :
    ∫ x : ℝ, groundState m w c x ^ 2 = 1 := by
  have h := overlap_equal_frequencies hm hw c c
  simp only [sq]
  simpa [overlap] using h
```

Squaring the equal-frequency overlap gives the Franck-Condon factor

$$O^2 = e^{-S}, \qquad S = \tfrac12 m w (a-b)^2,$$

where $S$ is the Huang-Rhys factor. For a single harmonic mode at zero temperature, with an electronic transition moment independent of $x$, this is the fraction of the vibronic intensity carried by the zero-phonon line, frequency-dependent prefactors aside.

```lean
/-- For equal frequencies the Franck-Condon factor of the transition between the two ground
states is `exp (-S)` with `S = m w (a - b)² / 2`. -/
theorem franckCondon_zero_phonon {m w : ℝ} (hm : 0 < m) (hw : 0 < w) (a b : ℝ) :
    overlap m w w a b ^ 2 = Real.exp (-(m * w * (a - b) ^ 2 / 2)) := by
  rw [overlap_equal_frequencies hm hw, sq, ← Real.exp_add]
  congr 1
  ring
```

## When the overlap reaches one

Write $O = AE$, with $A$ the square-root prefactor and $E$ now the exponential. Since

$$(w_1+w_2)^2 - 4w_1w_2 = (w_1-w_2)^2 \ge 0,$$

we have $2\sqrt{w_1w_2} \le w_1+w_2$, so $A \le 1$. The exponent is never positive, so $0 < E \le 1$. Thus $O = AE \le E \le 1$.

If $O = 1$, the same chain forces $E = 1$, and then $A = 1$. The first makes the exponent vanish, which requires $a = b$ because $m$, $w_1$ and $w_2$ are positive. The second gives $2\sqrt{w_1w_2} = w_1+w_2$, hence $(w_1-w_2)^2 = 0$ and $w_1 = w_2$. Conversely, equal centres and frequencies give $O = 1$ by the equal-frequency formula.

The theorem states the bound and the equivalence together. Its steps `hle`, `hA` and `hE` are the three inequalities, `hAE` is $AE \le E$, and `hq` is the vanishing square.

```lean
/-- The overlap of the two ground states is at most one, and it equals one exactly when the
oscillators have the same centre and the same frequency. -/
theorem overlap_le_one_and_eq_one_iff {m w₁ w₂ : ℝ} (hm : 0 < m) (h₁ : 0 < w₁)
    (h₂ : 0 < w₂) (a b : ℝ) :
    overlap m w₁ w₂ a b ≤ 1 ∧ (overlap m w₁ w₂ a b = 1 ↔ a = b ∧ w₁ = w₂) := by
  have hW : 0 < w₁ + w₂ := by positivity
  have hs : √(w₁ * w₂) ^ 2 = w₁ * w₂ := Real.sq_sqrt (by positivity)
  -- the geometric mean of the frequencies is at most the arithmetic mean
  have hle : 2 * √(w₁ * w₂) ≤ w₁ + w₂ := by
    nlinarith [sq_nonneg (w₁ - w₂), Real.sqrt_nonneg (w₁ * w₂)]
  have hA : √(2 * √(w₁ * w₂) / (w₁ + w₂)) ≤ 1 :=
    Real.sqrt_le_iff.mpr ⟨zero_le_one, by rw [one_pow]; exact (div_le_one hW).mpr hle⟩
  have hE : Real.exp (-(m * w₁ * w₂ * (a - b) ^ 2 / (2 * (w₁ + w₂)))) ≤ 1 := by
    have h0 : 0 ≤ m * w₁ * w₂ * (a - b) ^ 2 / (2 * (w₁ + w₂)) := by positivity
    exact Real.exp_le_one_iff.mpr (by linarith)
  have hAE := mul_le_mul_of_nonneg_right hA
    (Real.exp_pos (-(m * w₁ * w₂ * (a - b) ^ 2 / (2 * (w₁ + w₂))))).le
  refine ⟨by rw [overlap_eq hm h₁ h₂]; linarith, fun h => ?_, ?_⟩
  · -- a product of two factors in [0, 1] is one only if both factors are one
    rw [overlap_eq hm h₁ h₂] at h
    have hE1 := le_antisymm hE (by linarith)
    rw [hE1, mul_one, Real.sqrt_eq_one, div_eq_one_iff_eq hW.ne'] at h
    have hx := (Real.exp_eq_one_iff _).mp hE1
    constructor
    · by_contra hab
      have hd : a - b ≠ 0 := sub_ne_zero.mpr hab
      have h0 : 0 < m * w₁ * w₂ * (a - b) ^ 2 / (2 * (w₁ + w₂)) := by positivity
      linarith
    · have hq : (w₁ - w₂) ^ 2 = 0 := by
        linear_combination 4 * hs - (2 * √(w₁ * w₂) + w₁ + w₂) * h
      exact sub_eq_zero.mp ((pow_eq_zero_iff two_ne_zero).mp hq)
  · rintro ⟨rfl, rfl⟩
    rw [overlap_equal_frequencies hm h₁]
    simp

end

end FranckCondonOverlap
```

```lean
#print axioms FranckCondonOverlap.overlap_eq
-- 'FranckCondonOverlap.overlap_eq' depends on axioms: [propext, Classical.choice, Quot.sound]
#print axioms FranckCondonOverlap.groundState_normalized
-- 'FranckCondonOverlap.groundState_normalized' depends on axioms: [propext, Classical.choice, Quot.sound]
#print axioms FranckCondonOverlap.franckCondon_zero_phonon
-- 'FranckCondonOverlap.franckCondon_zero_phonon' depends on axioms: [propext, Classical.choice, Quot.sound]
#print axioms FranckCondonOverlap.overlap_le_one_and_eq_one_iff
-- 'FranckCondonOverlap.overlap_le_one_and_eq_one_iff' depends on axioms: [propext, Classical.choice, Quot.sound]
```
